# Trapezoidal steps slow Bloch precession, and explicit Euler steps inflate the magnetization

Transverse magnetization is a real column vector $v=(v_0,v_1)$, in Lean a function `Fin 2 → ℝ`. It precesses at a constant angular frequency $w$, with no relaxation, no radio-frequency field and no longitudinal component. Times and matrix entries are real numbers, so rounding errors are absent.

```lean
import Mathlib

open Matrix

namespace BlochIntegrator

noncomputable section
```

The matrix $R(\theta)$, written `rot θ`, turns the plane by $\theta$, counterclockwise for $\theta>0$.

```lean
/-- Rotation of the transverse plane by the angle `θ`. -/
def rot (θ : ℝ) : Matrix (Fin 2) (Fin 2) ℝ :=
  !![Real.cos θ, -Real.sin θ; Real.sin θ, Real.cos θ]
```

The generator $K$ has rows $(0,-w)$ and $(w,0)$. The Bloch equation is $dM/dt=KM$.

```lean
/-- The generator `K` of the Bloch equation `dM/dt = K M` for precession at angular
frequency `w`, without relaxation. -/
def gen (w : ℝ) : Matrix (Fin 2) (Fin 2) ℝ := !![0, -w; w, 0]
```

A trapezoidal step of length $h$ averages $KM$ over the old and new vectors: $M'=M+\tfrac h2K(M+M')$. Solving for $M'$ gives the Cayley form.

```lean
/-- One trapezoidal (Cayley) step `(1 - hK/2)⁻¹ (1 + hK/2)` of length `h`. -/
def cayleyStep (w h : ℝ) : Matrix (Fin 2) (Fin 2) ℝ :=
  (1 - (h / 2) • gen w)⁻¹ * (1 + (h / 2) • gen w)
```

The explicit Euler step uses only the old vector.

```lean
/-- One explicit Euler step `1 + hK` of length `h`. -/
def eulerStep (w h : ℝ) : Matrix (Fin 2) (Fin 2) ℝ := 1 + h • gen w
```

The numerical frequency is $\Omega=2\arctan(wh/2)/h$; parts (d) and (e) justify the name.

```lean
/-- The numerical precession frequency `2 arctan(wh/2) / h`, for step length `h ≠ 0`. -/
def stepFrequency (w h : ℝ) : ℝ := 2 * Real.arctan (w * h / 2) / h
```

Vector length is the Euclidean one, $|v|=\sqrt{v_0^2+v_1^2}$. It is defined explicitly because Mathlib's default norm on `Fin 2 → ℝ` is the maximum norm.

```lean
/-- The magnitude of a transverse magnetization vector. -/
def magnitude (v : Fin 2 → ℝ) : ℝ := Real.sqrt (v 0 ^ 2 + v 1 ^ 2)
```

## (a) Exact precession

Show that $M(t)=R(wt)v$ satisfies, for all real $w,t$ and every $v$,
$$\frac{dM}{dt}=KM.$$

**Solution.** The components are $M_0=v_0\cos wt-v_1\sin wt$ and $M_1=v_0\sin wt+v_1\cos wt$. Differentiation gives $\dot M_0=-wM_1$ and $\dot M_1=wM_0$, which are the rows of $KM$. Also $M(0)=v$.

In Lean, `HasDerivAt` states both that the derivative exists and what it is. The step `e` writes out the components, and `hasDerivAt_pi` allows them to be differentiated separately.

```lean
/-- Rotating the initial magnetization `v` by the angle `wt` solves the Bloch equation
`dM/dt = K M`. -/
theorem exact_precession (w t : ℝ) (v : Fin 2 → ℝ) :
    HasDerivAt (fun s => rot (w * s) *ᵥ v) (gen w *ᵥ (rot (w * t) *ᵥ v)) t := by
  have hl : HasDerivAt (fun s : ℝ => w * s) (w * 1) t := (hasDerivAt_id' t).const_mul w
  have hc := hl.cos
  have hs := hl.sin
  have e : (fun s => rot (w * s) *ᵥ v) = fun s =>
      ![Real.cos (w * s) * v 0 - Real.sin (w * s) * v 1,
        Real.sin (w * s) * v 0 + Real.cos (w * s) * v 1] := by
    ext s i
    fin_cases i <;> simp [rot, Matrix.mulVec, dotProduct, Fin.sum_univ_succ]
    ring
  rw [e, hasDerivAt_pi]
  intro i
  fin_cases i
  · refine ((hc.mul_const (v 0)).fun_sub (hs.mul_const (v 1))).congr_deriv ?_
    simp [gen, rot, Matrix.mulVec, dotProduct, Fin.sum_univ_succ]
    ring
  · refine ((hs.mul_const (v 0)).fun_add (hc.mul_const (v 1))).congr_deriv ?_
    simp [gen, rot, Matrix.mulVec, dotProduct, Fin.sum_univ_succ]
    ring
```

## (b) Positivity from a derivative

Let $f$ be differentiable on the real line, with $f(0)=0$ and $f'(x)>0$ for $x>0$. Show that
$$f(x)>0\quad\text{for } x>0.$$

**Solution.** By the mean value theorem, $f(x)=f(x)-f(0)=xf'(\xi)$ for some $\xi\in(0,x)$, and both factors are positive. The Lean proof instead deduces from the positive derivative that $f$ is strictly increasing on $[0,\infty)$, so that $f(x)>f(0)=0$.

```lean
/-- A differentiable function that vanishes at zero and has positive derivative at all
positive arguments is positive there. -/
theorem pos_of_deriv_pos {f f' : ℝ → ℝ} (hf : ∀ x, HasDerivAt f (f' x) x) (h0 : f 0 = 0)
    (hp : ∀ x, 0 < x → 0 < f' x) {x : ℝ} (hx : 0 < x) : 0 < f x := by
  have hm : StrictMonoOn f (Set.Ici 0) :=
    strictMonoOn_of_deriv_pos (convex_Ici 0)
      (fun y _ => (hf y).continuousAt.continuousWithinAt)
      (fun y hy => by
        rw [interior_Ici] at hy
        rw [(hf y).deriv]
        exact hp y hy)
  have h := hm (Set.mem_Ici.2 le_rfl) (Set.mem_Ici.2 hx.le) hx
  rwa [h0] at h
```

## (c) Polynomial bounds on the arctangent

For $x>0$, show that
$$x-\frac{x^3}{3}<\arctan x<x,\qquad \arctan x<x-\frac{x^3}{3}+\frac{x^5}{5}.$$

**Solution.** Apply (b) to three differences, each zero at $x=0$:

- $\arctan x-x+x^3/3$ has derivative $\frac1{1+x^2}-1+x^2=\frac{x^4}{1+x^2}$.
- $x-\arctan x$ has derivative $1-\frac1{1+x^2}=\frac{x^2}{1+x^2}$.
- $x-x^3/3+x^5/5-\arctan x$ has derivative $1-x^2+x^4-\frac1{1+x^2}=\frac{x^6}{1+x^2}$.

All three derivatives are positive for $x>0$. They appear in this order as `a`, `b` and `c`.

```lean
/-- For `x > 0`, the arctangent lies above its cubic Taylor polynomial and below both its
linear and its quintic one. -/
theorem arctan_bounds {x : ℝ} (hx : 0 < x) :
    x - x ^ 3 / 3 < Real.arctan x ∧ Real.arctan x < x ∧
      Real.arctan x < x - x ^ 3 / 3 + x ^ 5 / 5 := by
  have d3 (y : ℝ) : HasDerivAt (fun z : ℝ => z ^ 3 / 3) (y ^ 2) y :=
    ((hasDerivAt_pow 3 y).div_const 3).congr_deriv (by
      show ((3 : ℕ) : ℝ) * y ^ 2 / 3 = y ^ 2
      push_cast; ring)
  have d5 (y : ℝ) : HasDerivAt (fun z : ℝ => z ^ 5 / 5) (y ^ 4) y :=
    ((hasDerivAt_pow 5 y).div_const 5).congr_deriv (by
      show ((5 : ℕ) : ℝ) * y ^ 4 / 5 = y ^ 4
      push_cast; ring)
  -- each difference has derivative x^(2k) / (1 + x^2)
  have a := pos_of_deriv_pos (f := fun y => Real.arctan y - (y - y ^ 3 / 3))
    (f' := fun y => y ^ 4 / (1 + y ^ 2))
    (fun y => ((Real.hasDerivAt_arctan y).fun_sub
      ((hasDerivAt_id' y).fun_sub (d3 y))).congr_deriv (by
        have : 1 + y ^ 2 ≠ 0 := by positivity
        rw [eq_div_iff this, sub_mul, one_div_mul_cancel this]; ring))
    (by simp) (fun y hy => by positivity) hx
  have b := pos_of_deriv_pos (f := fun y => y - Real.arctan y)
    (f' := fun y => y ^ 2 / (1 + y ^ 2))
    (fun y => ((hasDerivAt_id' y).fun_sub (Real.hasDerivAt_arctan y)).congr_deriv (by
        have : 1 + y ^ 2 ≠ 0 := by positivity
        rw [eq_div_iff this, sub_mul, one_div_mul_cancel this]; ring))
    (by simp) (fun y hy => by positivity) hx
  have c := pos_of_deriv_pos (f := fun y => y - y ^ 3 / 3 + y ^ 5 / 5 - Real.arctan y)
    (f' := fun y => y ^ 6 / (1 + y ^ 2))
    (fun y => ((((hasDerivAt_id' y).fun_sub (d3 y)).fun_add (d5 y)).fun_sub
      (Real.hasDerivAt_arctan y)).congr_deriv (by
        have : 1 + y ^ 2 ≠ 0 := by positivity
        rw [eq_div_iff this, sub_mul, one_div_mul_cancel this]; ring))
    (by simp) (fun y hy => by positivity) hx
  exact ⟨by linarith, by linarith, by linarith⟩
```

## (d) The trapezoidal step as a rotation

For all real $w,h$, show that
$$\left(1-\tfrac h2K\right)^{-1}\left(1+\tfrac h2K\right)=R\bigl(2\arctan(wh/2)\bigr).$$

**Solution.** Put $x=wh/2$ and $a=\arctan x$, so that $\sin a=x\cos a$. The double-angle formulas give
$$\cos2a+x\sin2a=2\cos^2a-1+2\sin^2a=1,$$
$$\sin2a-x\cos2a=2\sin a\cos a-2x\cos^2a+x=x.$$
These are `e1` and `e2`. Entry by entry they yield `hR`:
$$\begin{pmatrix}1&x\\-x&1\end{pmatrix}R(2a)=\begin{pmatrix}1&-x\\x&1\end{pmatrix}.$$
The left factor is $1-\tfrac h2K$ and the right side is $1+\tfrac h2K$. The determinant of the left factor is $1+x^2>0$ (`hd`), so multiplying by its inverse proves the claim.

```lean
/-- The Cayley step is exactly a rotation by the angle `2 arctan(wh/2)`. -/
theorem cayleyStep_eq_rot (w h : ℝ) :
    cayleyStep w h = rot (2 * Real.arctan (w * h / 2)) := by
  have hA : 1 - (h / 2) • gen w = !![1, w * h / 2; -(w * h / 2), 1] := by
    ext i j
    fin_cases i <;> fin_cases j <;> simp [gen] <;> ring
  have hB : 1 + (h / 2) • gen w = !![1, -(w * h / 2); w * h / 2, 1] := by
    ext i j
    fin_cases i <;> fin_cases j <;> simp [gen] <;> ring
  rw [cayleyStep, hA, hB]
  generalize w * h / 2 = x
  have hs : Real.sin (Real.arctan x) = x * Real.cos (Real.arctan x) := by
    rw [Real.sin_arctan, Real.cos_arctan]; ring
  have hp := Real.sin_sq_add_cos_sq (Real.arctan x)
  have e1 : Real.cos (2 * Real.arctan x) + x * Real.sin (2 * Real.arctan x) = 1 := by
    rw [Real.cos_two_mul, Real.sin_two_mul]
    linear_combination 2 * hp - 2 * Real.sin (Real.arctan x) * hs
  have e2 : Real.sin (2 * Real.arctan x) - x * Real.cos (2 * Real.arctan x) = x := by
    rw [Real.cos_two_mul, Real.sin_two_mul]
    linear_combination 2 * Real.cos (Real.arctan x) * hs
  -- the rotation solves the implicit equation of the step
  have hR : !![1, x; -x, 1] * rot (2 * Real.arctan x) = !![1, -x; x, 1] := by
    ext i j
    fin_cases i <;> fin_cases j <;>
      simp [rot, Matrix.mul_apply, Fin.sum_univ_succ] <;> linarith
  have hd : IsUnit (!![1, x; -x, 1] : Matrix (Fin 2) (Fin 2) ℝ).det := by
    rw [Matrix.det_fin_two_of, isUnit_iff_ne_zero]
    nlinarith [sq_nonneg x]
  rw [← hR, ← mul_assoc, Matrix.nonsing_inv_mul _ hd, one_mul]
```

## (e) Sign and size of the frequency lag

For $w,h>0$, show that the trapezoidal step is $R(\Omega h)$ with
$$0<\Omega h<\pi,\qquad 0<w-\Omega<\frac{w^3h^2}{12}.$$

**Solution.** With $x=wh/2>0$, $\Omega h=2\arctan x$, so (d) gives the rotation. Since $0<\arctan x<\pi/2$, the angle lies in $(0,\pi)$. This range fixes $\Omega$, which the matrix alone determines only up to multiples of $2\pi/h$. By (c),
$$0<(w-\Omega)h=2(x-\arctan x)<\frac{2x^3}{3}=\frac{w^3h^3}{12}.$$
Divide by $h$; in Lean, `lt_of_mul_lt_mul_right` cancels this positive factor.

Clockwise precession, as for a positive gyromagnetic ratio in a field along $+z$, has $w<0$. Since the arctangent is odd, $\Omega$ then changes sign with $w$, and the same bounds hold with $|w|$ and $|\Omega|$ in place of $w$ and $\Omega$.

```lean
/-- For `w, h > 0` the Cayley step rotates by an angle between `0` and `π`, equal to `h` times
the numerical frequency, which lags behind `w` by less than `w³h²/12`. -/
theorem cayley_frequency_lag {w h : ℝ} (hw : 0 < w) (hh : 0 < h) :
    cayleyStep w h = rot (stepFrequency w h * h) ∧
      stepFrequency w h * h ∈ Set.Ioo 0 Real.pi ∧
      0 < w - stepFrequency w h ∧ w - stepFrequency w h < w ^ 3 * h ^ 2 / 12 := by
  have hx : 0 < w * h / 2 := by positivity
  have hf : stepFrequency w h * h = 2 * Real.arctan (w * h / 2) := by
    unfold stepFrequency; field_simp
  obtain ⟨lo, hi, -⟩ := arctan_bounds hx
  have hpos := Real.arctan_strictMono hx
  rw [Real.arctan_zero] at hpos
  have hpi := Real.arctan_lt_pi_div_two (w * h / 2)
  refine ⟨by rw [hf, cayleyStep_eq_rot], ⟨by linarith, by linarith⟩, ?_, ?_⟩
  · exact sub_pos.2 (lt_of_mul_lt_mul_right (by linarith) hh.le)
  · exact lt_of_mul_lt_mul_right (by nlinarith) hh.le
```

## (f) A lower bound on the lag

For $w,h>0$, show that
$$w-\Omega>\frac{w^3h^2}{12}-\frac{w^5h^4}{80}.$$

**Solution.** The quintic bound in (c) gives
$$(w-\Omega)h>\frac{2x^3}{3}-\frac{2x^5}{5}=\frac{w^3h^3}{12}-\frac{w^5h^5}{80}.$$
Divide by $h$. Letting $h\to0$ at fixed $w$ then shows that no constant smaller than $1/12$ would serve in (e).

```lean
/-- For `w, h > 0` the frequency lag exceeds `w³h²/12 - w⁵h⁴/80`. -/
theorem cayley_lag_lower {w h : ℝ} (hw : 0 < w) (hh : 0 < h) :
    w ^ 3 * h ^ 2 / 12 - w ^ 5 * h ^ 4 / 80 < w - stepFrequency w h := by
  have hf : stepFrequency w h * h = 2 * Real.arctan (w * h / 2) := by
    unfold stepFrequency; field_simp
  have hi := (arctan_bounds (show 0 < w * h / 2 by positivity)).2.2
  exact lt_of_mul_lt_mul_right (by nlinarith) hh.le
```

## (g) Composition of rotations

For real $a,b$, show that
$$R(a)R(b)=R(a+b).$$

**Solution.** The first column of the product is $(\cos a\cos b-\sin a\sin b,\ \sin a\cos b+\cos a\sin b)$, which is $(\cos(a+b),\sin(a+b))$. The second column follows from the same addition formulas, and Lean checks all four entries.

```lean
/-- Successive rotations of the transverse plane add their angles. -/
theorem rot_mul (a b : ℝ) : rot a * rot b = rot (a + b) := by
  ext i j
  fin_cases i <;> fin_cases j <;>
    simp [rot, Matrix.mul_apply, Fin.sum_univ_succ, Real.cos_add, Real.sin_add] <;> ring
```

## (h) Phase after many steps

For every natural number $n$, show that the $n$th power of the trapezoidal step is
$$R\bigl(2n\arctan(wh/2)\bigr).$$

**Solution.** For $n=0$ both sides are the identity. Each further step adds $2\arctan(wh/2)$ to the angle, by (d) and (g), so induction finishes the argument.

For $w,h>0$ the accumulated phase lag is therefore $nh(w-\Omega)$. In a simulated signal from this relaxation-free, constant-frequency model, the trapezoidal rule preserves the amplitude and lowers the precession frequency.

```lean
/-- After `n` Cayley steps of length `h` the magnetization has turned by `n` times the angle
`2 arctan(wh/2)`. -/
theorem cayleyStep_pow (w h : ℝ) (n : ℕ) :
    cayleyStep w h ^ n = rot (n * (2 * Real.arctan (w * h / 2))) := by
  induction n with
  | zero => simp [rot, Matrix.one_fin_two]
  | succ n ih =>
    rw [pow_succ, ih, cayleyStep_eq_rot, rot_mul]
    congr 1
    push_cast
    ring
```

## (i) The Euler step as a stretched rotation

For all real $w,h$, show that
$$1+hK=\sqrt{1+(wh)^2}\;R\bigl(\arctan(wh)\bigr).$$

**Solution.** Put $y=wh$ and $r=\sqrt{1+y^2}$. Then $\cos(\arctan y)=1/r$ and $\sin(\arctan y)=y/r$, so $rR(\arctan y)$ has rows $(1,-y)$ and $(y,1)$, as does $1+hK$. The Lean proof, which calls this product `x` instead of $y$, records the two scaled identities as `c` and `s`.

```lean
/-- The explicit Euler step is a rotation by `arctan(wh)` combined with a stretch by
`√(1 + w²h²)`. -/
theorem eulerStep_eq_smul_rot (w h : ℝ) :
    eulerStep w h = Real.sqrt (1 + (w * h) ^ 2) • rot (Real.arctan (w * h)) := by
  have hE : eulerStep w h = !![1, -(w * h); w * h, 1] := by
    ext i j
    fin_cases i <;> fin_cases j <;> simp [eulerStep, gen] <;> ring
  rw [hE]
  generalize w * h = x
  have hr : Real.sqrt (1 + x ^ 2) ≠ 0 := by positivity
  have c : Real.sqrt (1 + x ^ 2) * Real.cos (Real.arctan x) = 1 := by
    rw [Real.cos_arctan]; exact mul_one_div_cancel hr
  have hs : Real.sin (Real.arctan x) = x * Real.cos (Real.arctan x) := by
    rw [Real.sin_arctan, Real.cos_arctan]; ring
  have s : Real.sqrt (1 + x ^ 2) * Real.sin (Real.arctan x) = x := by
    rw [hs]; linear_combination x * c
  unfold rot
  generalize Real.cos (Real.arctan x) = C at *
  generalize Real.sin (Real.arctan x) = S at *
  generalize Real.sqrt (1 + x ^ 2) = r at *
  ext i j
  fin_cases i <;> fin_cases j <;> simp <;> linarith
```

## (j) Growth of the magnitude under Euler steps

For all real $w,h$ and every $v$, show that
$$|(1+hK)v|=\sqrt{1+w^2h^2}\;|v|.$$

**Solution.** With $y=wh$ the cross terms cancel:
$$(v_0-yv_1)^2+(yv_0+v_1)^2=(1+y^2)(v_0^2+v_1^2).$$
This is `key`; taking square roots gives the result. Whenever $wh\ne0$, a nonzero magnetization thus grows at every step, although the exact motion in this model preserves its length.

```lean
/-- One explicit Euler step multiplies the magnitude of every transverse magnetization
vector by `√(1 + w²h²)`. -/
theorem eulerStep_magnitude (w h : ℝ) (v : Fin 2 → ℝ) :
    magnitude (eulerStep w h *ᵥ v) = Real.sqrt (1 + w ^ 2 * h ^ 2) * magnitude v := by
  have hE : eulerStep w h = !![1, -(w * h); w * h, 1] := by
    ext i j
    fin_cases i <;> fin_cases j <;> simp [eulerStep, gen] <;> ring
  have key : (eulerStep w h *ᵥ v) 0 ^ 2 + (eulerStep w h *ᵥ v) 1 ^ 2 =
      (1 + w ^ 2 * h ^ 2) * (v 0 ^ 2 + v 1 ^ 2) := by
    simp [hE, Matrix.mulVec, dotProduct, Fin.sum_univ_succ]
    ring
  unfold magnitude
  rw [key, Real.sqrt_mul (by positivity)]

end

end BlochIntegrator
```

```lean
#print axioms BlochIntegrator.cayley_frequency_lag
#print axioms BlochIntegrator.cayleyStep_pow
#print axioms BlochIntegrator.eulerStep_eq_smul_rot
#print axioms BlochIntegrator.eulerStep_magnitude
```

```
'BlochIntegrator.cayley_frequency_lag' depends on axioms: [propext, Classical.choice, Quot.sound]
'BlochIntegrator.cayleyStep_pow' depends on axioms: [propext, Classical.choice, Quot.sound]
'BlochIntegrator.eulerStep_eq_smul_rot' depends on axioms: [propext, Classical.choice, Quot.sound]
'BlochIntegrator.eulerStep_magnitude' depends on axioms: [propext, Classical.choice, Quot.sound]
```
